# No midgap transmission between contacts on sublattice A when sublattice B is unperturbed and the coupling between them is invertible

Take one A site and one B site, with on-site energies $s$ and $v$ measured from midgap, joined by a coupling $c \neq 0$. Midgap means the middle of the spectrum when only the coupling acts; this energy remains the zero when terms within A or B shift the levels. The first column $(x, y)$ of the inverse Hamiltonian obeys

$$s x + c y = 1, \qquad \bar c\, x + v y = 0.$$

If $v = 0$, the second equation gives $x = 0$, whatever $s$ is. A current that enters and leaves through the A site needs $x$, so it is blocked. If $v \neq 0$, then $x = 0$ would force $y = 0$ and contradict the first equation.

Now let each sublattice have $n$ sites. The Hamiltonian is

$$H = \begin{pmatrix} S & C \\ C^\dagger & V \end{pmatrix},$$

where $S$ acts within A, $V$ within B, and $C$ couples them. In Lean, `n` is the finite set of site labels, `n ⊕ n` is the A sites together with the B sites, and `Cᴴ` is $C^\dagger$. $S$ and $V$ may be any complex matrices, so $S$ can hold disorder and contact self-energies.

```lean
import Mathlib

open Matrix

namespace SublatticeInterference

noncomputable section

variable {n : Type*} [Fintype n] [DecidableEq n]

/-- The effective Hamiltonian, measured from midgap, of a device with sublattices A and B:
`S` acts within A, `V` acts within B, and `C` couples the two. -/
def device (S C V : Matrix n n ℂ) : Matrix (n ⊕ n) (n ⊕ n) ℂ :=
  fromBlocks S C Cᴴ V
```

Write $G_{AA}$, $G_{AB}$, $G_{BA}$, $G_{BB}$ for the blocks of $H^{-1}$. The Green function at energy zero is $(0 - H)^{-1} = -H^{-1}$, so `greenAA` is its AA block up to sign. Lean assigns the inverse zero to a singular matrix, so a vanishing block has meaning only for invertible $H$; the parts below prove or assume this.

```lean
/-- The block of the inverse Hamiltonian that connects sites of sublattice A with each other,
for an invertible Hamiltonian. Up to sign it is the midgap Green function between A sites. -/
def greenAA (S C V : Matrix n n ℂ) : Matrix n n ℂ :=
  (device S C V)⁻¹.toBlocks₁₁
```

Two contacts on A have broadening matrices $\Gamma_L$ and $\Gamma_R$. They add $-\tfrac{i}{2}(\Gamma_L + \Gamma_R)$ to $S$, and with $G_{AA}$ taken from the resulting Hamiltonian the transmission is

$$\mathcal T = \mathrm{Tr}(\Gamma_L G_{AA} \Gamma_R G_{AA}^\dagger),$$

in which the sign of $G_{AA}$ cancels. The definition accepts any complex $\Gamma_L$ and $\Gamma_R$; physical ones are positive semidefinite.

```lean
/-- The midgap transmission `Tr(Γ_L G Γ_R G†)` between two contacts on sublattice A with
broadening matrices `ΓL` and `ΓR`, which also enter the Hamiltonian as `-i(ΓL + ΓR)/2`.
The Hamiltonian with this term is to be invertible. -/
def transmission (ΓL ΓR S C V : Matrix n n ℂ) : ℂ :=
  let G := greenAA (S - (Complex.I / 2) • (ΓL + ΓR)) C V
  (ΓL * G * ΓR * Gᴴ).trace
```

The model is non-interacting, with an orthonormal site basis. It includes Hückel benzene with equal on-site energies, where $C$ is invertible and meta positions share a sublattice.

## (a) Solving for the Green function by blocks

Suppose that $P, Q, R, T$ satisfy

$$SP + CR = 1,\quad SQ + CT = 0,\quad C^\dagger P + VR = 0,\quad C^\dagger Q + VT = 1.$$

Show that $H$ is invertible and $G_{AA} = P$.

**Solution.** The equations are the four blocks of

$$H \begin{pmatrix} P & Q \\ R & T \end{pmatrix} = 1.$$

A right inverse of a finite square matrix is also a left inverse, so this matrix is $H^{-1}$, and its first block is $P$. In Lean, `fromBlocks_multiply` forms the product and `mul_eq_one_comm` supplies the left inverse.

```lean
/-- Four blocks that solve the block equations of the Green function show that the
Hamiltonian is invertible, and the first of them is its AA block. -/
theorem greenAA_of_block_equations {S C V P Q R T : Matrix n n ℂ}
    (h11 : S * P + C * R = 1) (h12 : S * Q + C * T = 0)
    (h21 : Cᴴ * P + V * R = 0) (h22 : Cᴴ * Q + V * T = 1) :
    IsUnit (device S C V) ∧ greenAA S C V = P := by
  have h : device S C V * fromBlocks P Q R T = 1 := by
    rw [device, fromBlocks_multiply, h11, h12, h21, h22, fromBlocks_one]
  refine ⟨⟨⟨_, _, h, mul_eq_one_comm.mp h⟩, rfl⟩, ?_⟩
  rw [greenAA, inv_eq_right_inv h, toBlocks_fromBlocks₁₁]
```

## (b) Inverting the coupling and its adjoint

For invertible $C$, show that $CC^{-1} = 1$ and $C^\dagger (C^\dagger)^{-1} = 1$.

**Solution.** The first equation defines the inverse. The adjoint of $C^{-1}C = 1$ is $C^\dagger (C^{-1})^\dagger = 1$, so $(C^\dagger)^{-1} = (C^{-1})^\dagger$, which gives the second.

```lean
/-- An invertible coupling between the sublattices has a right inverse, and so has its
adjoint. -/
theorem coupling_inverse {C : Matrix n n ℂ} (hC : IsUnit C) :
    C * C⁻¹ = 1 ∧ Cᴴ * (Cᴴ)⁻¹ = 1 := by
  have hd := (Matrix.isUnit_iff_isUnit_det C).mp hC
  refine ⟨mul_nonsing_inv C hd, ?_⟩
  rw [← conjTranspose_nonsing_inv, ← conjTranspose_mul, nonsing_inv_mul C hd,
    conjTranspose_one]
```

## (c) An unperturbed B sublattice

Let $C$ be invertible and $V = 0$. Show that $H$ is invertible and, for every $S$,

$$G_{AA} = 0.$$

**Solution.** Solve the equations of (a). The third reads $C^\dagger P = 0$, so $P = 0$. The first then gives $R = C^{-1}$, the fourth $Q = (C^\dagger)^{-1}$, and the second $T = -C^{-1} S (C^\dagger)^{-1}$. Only the BB block depends on $S$. The Lean proof supplies these blocks and checks one equation per bullet.

```lean
/-- If the coupling `C` is invertible and nothing acts within sublattice B, the Hamiltonian is
invertible and its inverse has no AA block, whatever acts within sublattice A. -/
theorem greenAA_eq_zero {C : Matrix n n ℂ} (hC : IsUnit C) (S : Matrix n n ℂ) :
    IsUnit (device S C 0) ∧ greenAA S C 0 = 0 := by
  obtain ⟨h1, h2⟩ := coupling_inverse hC
  apply greenAA_of_block_equations (Q := (Cᴴ)⁻¹) (R := C⁻¹)
    (T := -(C⁻¹ * (S * (Cᴴ)⁻¹)))
  · rw [Matrix.mul_zero, zero_add, h1]
  · rw [Matrix.mul_neg, ← Matrix.mul_assoc, h1, Matrix.one_mul, add_neg_cancel]
  · rw [Matrix.mul_zero, Matrix.zero_mul, add_zero]
  · rw [Matrix.zero_mul, add_zero, h2]
```

## (d) A perturbation on B alone

Let $C$ be invertible and $S = 0$. Show that $H$ is invertible and

$$G_{AA} = -(C^\dagger)^{-1} V C^{-1}.$$

**Solution.** The first two equations of (a) become $CR = 1$ and $CT = 0$, so $R = C^{-1}$ and $T = 0$. The fourth gives $Q = (C^\dagger)^{-1}$. The third is $C^\dagger P = -VC^{-1}$, and multiplying by $(C^\dagger)^{-1}$ from the left gives $P$. The bullets again check the four equations.

```lean
/-- If the coupling `C` is invertible and only a perturbation `V` within sublattice B is
present, the Hamiltonian is invertible and the AA block of its inverse is `-(C†)⁻¹ V C⁻¹`. -/
theorem greenAA_of_perturbation {C : Matrix n n ℂ} (hC : IsUnit C) (V : Matrix n n ℂ) :
    IsUnit (device 0 C V) ∧ greenAA 0 C V = -((Cᴴ)⁻¹ * V * C⁻¹) := by
  obtain ⟨h1, h2⟩ := coupling_inverse hC
  apply greenAA_of_block_equations (Q := (Cᴴ)⁻¹) (R := C⁻¹) (T := 0)
  · rw [Matrix.zero_mul, zero_add, h1]
  · rw [Matrix.zero_mul, Matrix.mul_zero, add_zero]
  · rw [Matrix.mul_neg, Matrix.mul_assoc, ← Matrix.mul_assoc, h2, Matrix.one_mul,
      neg_add_cancel]
  · rw [Matrix.mul_zero, add_zero, h2]
```

## (e) One perturbed B site

In (d), let $V$ be an on-site energy $v$ on the single B site $k$, written `Matrix.single k k v`. Show that

$$(G_{AA})_{ij} = -v\, \overline{(C^{-1})_{ki}}\, (C^{-1})_{kj}.$$

**Solution.** By (b), $((C^\dagger)^{-1})_{il} = \overline{(C^{-1})_{li}}$, so

$$(G_{AA})_{ij} = -\sum_{l,m} \overline{(C^{-1})_{li}}\, V_{lm}\, (C^{-1})_{mj}.$$

Only $l = m = k$ contributes; `simp` collapses the sums in the same way. If either amplitude is zero, this perturbation leaves $i$ and $j$ unconnected. Since $S = 0$, the formula describes the device without contact broadening.

```lean
/-- For invertible `C` and nothing acting within sublattice A, an on-site energy `v` on the
single B site `k` connects the A sites `i` and `j` by a product of two amplitudes through `k`. -/
theorem greenAA_single_site {C : Matrix n n ℂ} (hC : IsUnit C) (k i j : n) (v : ℂ) :
    greenAA 0 C (Matrix.single k k v) i j = -(v * star (C⁻¹ k i) * C⁻¹ k j) := by
  rw [(greenAA_of_perturbation hC _).2, ← conjTranspose_nonsing_inv]
  simp only [Matrix.neg_apply, Matrix.mul_apply, Matrix.conjTranspose_apply,
    Matrix.single_apply, ite_and, mul_ite, mul_zero, ite_mul, zero_mul,
    Finset.sum_ite_eq, Finset.mem_univ, if_true]
  ring
```

## (f) The exact condition for a vanishing block

Let $H$ be invertible, with no separate assumption on $C$. Show that, for every $S$,

$$G_{AA} = 0 \iff V = 0.$$

**Solution.** Read off the blocks of $HH^{-1} = 1$.

If $G_{AA} = 0$, they give $CG_{BA} = 1$ and $VG_{BA} = 0$. Then $G_{BA}C = 1$ as well, so $V = VG_{BA}C = 0$.

If $V = 0$, they give $C^\dagger G_{AB} = 1$ and $C^\dagger G_{AA} = 0$. Then $G_{AB}C^\dagger = 1$, so $G_{AA} = G_{AB}C^\dagger G_{AA} = 0$.

The two `calc` chains are these last equalities, with `G.toBlocks₂₁` for $G_{BA}$ and `G.toBlocks₁₂` for $G_{AB}$. A nonzero $V$ thus makes some entry of $G_{AA}$ nonzero, though not necessarily the one that joins two chosen contacts.

```lean
/-- For an invertible Hamiltonian, the midgap Green function between A sites vanishes
exactly when nothing acts within sublattice B, whatever acts within sublattice A. -/
theorem greenAA_eq_zero_iff {S C V : Matrix n n ℂ} (hH : IsUnit (device S C V)) :
    greenAA S C V = 0 ↔ V = 0 := by
  have h := mul_nonsing_inv (device S C V) ((Matrix.isUnit_iff_isUnit_det _).mp hH)
  unfold greenAA
  generalize (device S C V)⁻¹ = G at h ⊢
  -- read off the four block equations of `H G = 1`
  rw [← fromBlocks_toBlocks G, device, fromBlocks_multiply, ← fromBlocks_one,
    fromBlocks_inj] at h
  obtain ⟨h11, -, h21, h22⟩ := h
  constructor
  · intro hG
    -- now `C` is inverted by the BA block, which `V` annihilates
    rw [hG, Matrix.mul_zero, zero_add] at h11 h21
    calc V = V * (G.toBlocks₂₁ * C) := by rw [mul_eq_one_comm.mp h11, Matrix.mul_one]
      _ = 0 := by rw [← Matrix.mul_assoc, h21, Matrix.zero_mul]
  · intro hV
    -- now `C†` is invertible and annihilates the AA block
    rw [hV, Matrix.zero_mul, add_zero] at h21 h22
    calc G.toBlocks₁₁ = (G.toBlocks₁₂ * Cᴴ) * G.toBlocks₁₁ := by
          rw [mul_eq_one_comm.mp h22, Matrix.one_mul]
      _ = 0 := by rw [Matrix.mul_assoc, h21, Matrix.mul_zero]
```

A different model would give the sublattices separate label sets and make $C$ rectangular. With more A sites than B sites, $CG_{BA} = 1$ has no solution, so $G_{AA}$ could not vanish even at $V = 0$, and the equivalence would fail.

## (g) Blocked transmission

Let $C$ be invertible and $V = 0$. Show that, for all $\Gamma_L$, $\Gamma_R$ and $S$,

$$\mathcal T = 0.$$

**Solution.** Part (c) holds for every $S$, hence also for $S - \tfrac{i}{2}(\Gamma_L + \Gamma_R)$. The contacted device therefore has $G_{AA} = 0$, and the trace vanishes.

```lean
/-- If `C` is invertible and nothing acts within sublattice B, two contacts on sublattice A
transmit nothing at midgap, for all broadenings and every `S`. -/
theorem transmission_eq_zero {C : Matrix n n ℂ} (hC : IsUnit C) (ΓL ΓR S : Matrix n n ℂ) :
    transmission ΓL ΓR S C 0 = 0 := by
  simp only [transmission, (greenAA_eq_zero hC _).2, Matrix.mul_zero, Matrix.zero_mul,
    Matrix.trace_zero]
```

## (h) A four-site device that transmits

Two A sites are each bonded to their own B site with strength 1, and the B sites are coupled with strength 1. Take $\Gamma_L = \mathrm{diag}(2, 0)$, $\Gamma_R = \mathrm{diag}(0, 2)$, and no other term within A. Show that

$$\mathcal T = 1.$$

**Solution.** Here $C = 1$, the contacts turn $S$ into $-i\,1$, and $V = X = \begin{pmatrix} 0 & 1 \\ 1 & 0 \end{pmatrix}$ with $X^2 = 1$. The third equation of (a) gives $P = -XR$, and the first becomes $(1 + iX)R = 1$, so $R = \tfrac12(1 - iX)$. The other two give $T = iQ$ and $Q = R$. Hence

$$G_{AA} = P = \tfrac12 (i - X) = \begin{pmatrix} i/2 & -1/2 \\ -1/2 & i/2 \end{pmatrix}, \qquad \mathcal T = 2 \cdot 2 \cdot \left|-\tfrac12\right|^2 = 1.$$

In Lean, `hS` adds the broadening, `hG` checks the four blocks entry by entry, and `hGH` takes the adjoint. Without the B–B coupling this device falls into two separate pairs, so the example shows perfect transmission through a B perturbation, not the lifting of an interference between paths.

```lean
/-- Two A sites, each bonded to its own B site with strength 1 and each contacted with
broadening 2, transmit perfectly at midgap once the two B sites are coupled with strength 1. -/
theorem transmission_restored :
    transmission !![2, 0; 0, 0] !![0, 0; 0, 2] 0 1 !![0, 1; 1, 0] = 1 := by
  have hS : (0 : Matrix (Fin 2) (Fin 2) ℂ) -
      (Complex.I / 2) • (!![2, 0; 0, 0] + !![0, 0; 0, 2]) =
      !![-Complex.I, 0; 0, -Complex.I] := by
    ext i j
    fin_cases i <;> fin_cases j <;> simp
  -- the Green function of the contacted device, found by solving the block equations
  have hG : greenAA !![-Complex.I, 0; 0, -Complex.I] 1 !![0, 1; 1, 0] =
      !![Complex.I / 2, -1 / 2; -1 / 2, Complex.I / 2] := by
    refine (greenAA_of_block_equations
      (Q := !![1 / 2, -Complex.I / 2; -Complex.I / 2, 1 / 2])
      (R := !![1 / 2, -Complex.I / 2; -Complex.I / 2, 1 / 2])
      (T := !![Complex.I / 2, 1 / 2; 1 / 2, Complex.I / 2]) ?_ ?_ ?_ ?_).2 <;>
    · ext i j
      fin_cases i <;> fin_cases j <;>
        simp [Complex.ext_iff] <;> norm_num
  have hGH : (!![Complex.I / 2, -1 / 2; -1 / 2, Complex.I / 2] :
      Matrix (Fin 2) (Fin 2) ℂ)ᴴ =
      !![-Complex.I / 2, -1 / 2; -1 / 2, -Complex.I / 2] := by
    ext i j
    fin_cases i <;> fin_cases j <;>
      simp [Matrix.conjTranspose_apply]
  simp only [transmission, hS, hG, hGH, Matrix.mul_fin_two, Matrix.trace_fin_two_of]
  ring

end

end SublatticeInterference
```

```lean
#print axioms SublatticeInterference.coupling_inverse
-- 'SublatticeInterference.coupling_inverse' depends on axioms: [propext, Classical.choice, Quot.sound]
#print axioms SublatticeInterference.greenAA_single_site
-- 'SublatticeInterference.greenAA_single_site' depends on axioms: [propext, Classical.choice, Quot.sound]
#print axioms SublatticeInterference.transmission_eq_zero
-- 'SublatticeInterference.transmission_eq_zero' depends on axioms: [propext, Classical.choice, Quot.sound]
#print axioms SublatticeInterference.transmission_restored
-- 'SublatticeInterference.transmission_restored' depends on axioms: [propext, Classical.choice, Quot.sound]
```
